# For $\beta>0$ and finitely many Boltzmann-weighted states with fixed energies and charges in $[a,b]$, the capacitance is at most $\beta(b-a)^2/4$

A bound on capacitance needs a decision on what responds to the voltage. Here it is the occupation of a finite set of states $i$, each with a fixed energy $E_i$ and charge $q_i$, and the capacitance is defined as the voltage derivative of the mean charge. At voltage $U$ and inverse temperature $\beta$,
$$w_i=e^{-\beta(E_i-Uq_i)},\quad Z=\sum_i w_i,\quad p_i=\frac{w_i}{Z},\quad m=\langle q\rangle,\quad C=\frac{dm}{dU},$$
with $\langle f\rangle=\sum_i p_if_i$. The sign convention makes positive $U$ favour larger charge, and $C$ belongs to the whole system, not to unit area. These are `weight`, `partition`, `prob`, `meanCharge` and `capacitance`, on a state type `ι`. Further, `chargeVariance` is $\operatorname{Var}q=\langle(q-m)^2\rangle$, `chargeProb` is $P(c)=\sum_{q_i=c}p_i$, and `levelSum` is $Z_c=\sum_{q_i=c}e^{-\beta E_i}$.

```lean
import Mathlib

open Finset

namespace CapacitanceBound

noncomputable section

variable {ι : Type*} [Fintype ι] (β : ℝ) (E q : ι → ℝ) (U : ℝ)

/-- Boltzmann weight of state `i` with energy `E i` and charge `q i` at voltage `U`. -/
def weight (i : ι) : ℝ := Real.exp (-β * (E i - U * q i))

/-- Partition function at voltage `U`. -/
def partition : ℝ := ∑ i, weight β E q U i

/-- Boltzmann probability of state `i` at voltage `U`. -/
def prob (i : ι) : ℝ := weight β E q U i / partition β E q U

/-- Thermal mean charge at voltage `U`. -/
def meanCharge : ℝ := ∑ i, prob β E q U i * q i

/-- Thermal variance of the charge at voltage `U`. -/
def chargeVariance : ℝ := ∑ i, prob β E q U i * (q i - meanCharge β E q U) ^ 2

/-- Differential capacitance: the voltage derivative of the mean charge. -/
def capacitance : ℝ := deriv (fun V => meanCharge β E q V) U

/-- Total probability of the states that carry charge `c`. -/
def chargeProb (c : ℝ) : ℝ := ∑ i ∈ univ.filter (fun i => q i = c), prob β E q U i

/-- Zero-voltage partition sum over the states that carry charge `c`. -/
def levelSum (c : ℝ) : ℝ := ∑ i ∈ univ.filter (fun i => q i = c), Real.exp (-β * E i)
```

## Finitely many states, at least one, with fixed energies

One state suffices for $Z>0$, and then $p_i>0$ and $\sum_i p_i=1$; with no states there is no distribution. `partition_pos` uses nonemptiness through `univ_nonempty`, and `avg_quad` expands $\langle x+yq+zq^2\rangle=x+ym+z\langle q^2\rangle$ for real $x,y,z$.

```lean
variable [Nonempty ι]

/-- The partition function is positive. -/
theorem partition_pos : 0 < partition β E q U :=
  Finset.sum_pos (fun _ _ => Real.exp_pos _) univ_nonempty

/-- Every state has positive probability. -/
theorem prob_pos (i : ι) : 0 < prob β E q U i :=
  div_pos (Real.exp_pos _) (partition_pos β E q U)

/-- The probabilities sum to one. -/
theorem sum_prob : ∑ i, prob β E q U i = 1 := by
  unfold prob
  rw [← Finset.sum_div]
  exact div_self (partition_pos β E q U).ne'

/-- The average of a quadratic in the charge, in terms of the first two moments. -/
theorem avg_quad (x y z : ℝ) :
    ∑ i, prob β E q U i * (x + y * q i + z * q i ^ 2)
      = x + y * meanCharge β E q U + z * ∑ i, prob β E q U i * q i ^ 2 := by
  have h : ∀ i, prob β E q U i * (x + y * q i + z * q i ^ 2)
      = x * prob β E q U i + y * (prob β E q U i * q i)
        + z * (prob β E q U i * q i ^ 2) := fun i => by ring
  simp only [h, Finset.sum_add_distrib, ← Finset.mul_sum, sum_prob, mul_one, meanCharge]
```

Since $E_i$ and $q_i$ do not depend on $U$, and finite sums are differentiated term by term, with primes for $d/dU$,
$$w_i'=\beta q_iw_i,\quad Z'=\beta mZ,\quad p_i'=\frac{w_i'}{Z}-\frac{w_iZ'}{Z^2}=\beta p_i(q_i-m),$$
$$C=\sum_i p_i'q_i=\beta(\langle q^2\rangle-m^2)=\beta\operatorname{Var}q .$$
In `hasDerivAt_meanCharge`, which holds for every real $\beta$, the first three formulas are `hw`, `hZ` and `hp`, and the `calc` block identifies the variance. States that polarise in the field are excluded. Even with the charges $q_i$ kept fixed, energies $E_i(U)$ would add $-\beta\operatorname{Cov}(q,E')$ to $C$, which the charge range does not control, and induced charge would make $q_i$ itself depend on $U$.

```lean
/-- The mean charge is differentiable in the voltage, with derivative `β` times the
charge variance. -/
theorem hasDerivAt_meanCharge :
    HasDerivAt (fun V => meanCharge β E q V) (β * chargeVariance β E q U) U := by
  have hZ0 : partition β E q U ≠ 0 := (partition_pos β E q U).ne'
  have hw : ∀ i, HasDerivAt (fun V => weight β E q V i) (weight β E q U i * (β * q i)) U := by
    intro i
    have h : HasDerivAt (fun V : ℝ => -β * (E i - V * q i)) (β * q i) U :=
      ((((hasDerivAt_id' U).mul_const (q i)).const_sub (E i)).const_mul (-β)).congr_deriv
        (by ring)
    exact h.exp
  have hs : ∑ i, weight β E q U i * (β * q i)
      = β * (meanCharge β E q U * partition β E q U) := by
    simp only [meanCharge, Finset.sum_mul, Finset.mul_sum]
    refine Finset.sum_congr rfl fun i _ => ?_
    unfold prob
    field_simp
  have hZ : HasDerivAt (fun V => partition β E q V)
      (β * (meanCharge β E q U * partition β E q U)) U :=
    (HasDerivAt.fun_sum (u := univ) fun i _ => hw i).congr_deriv hs
  -- each probability responds as β p (q - m)
  have hp : ∀ i, HasDerivAt (fun V => prob β E q V i)
      (β * (prob β E q U i * (q i - meanCharge β E q U))) U := fun i =>
    ((hw i).fun_div hZ hZ0).congr_deriv (by simp only [prob]; field_simp)
  refine (HasDerivAt.fun_sum (u := univ) fun i _ => (hp i).mul_const (q i)).congr_deriv ?_
  have h1 := avg_quad β E q U 0 (-β * meanCharge β E q U) β
  have h2 := avg_quad β E q U (meanCharge β E q U ^ 2) (-2 * meanCharge β E q U) 1
  calc _ = ∑ i, prob β E q U i * (0 + (-β * meanCharge β E q U) * q i + β * q i ^ 2) :=
        Finset.sum_congr rfl fun i _ => by ring
    _ = β * ∑ i, prob β E q U i *
          (meanCharge β E q U ^ 2 + (-2 * meanCharge β E q U) * q i + 1 * q i ^ 2) := by
        rw [h1, h2]; ring
    _ = β * chargeVariance β E q U := by
        unfold chargeVariance
        congr 1
        exact Finset.sum_congr rfl fun i _ => by ring
```

## A charge window and a positive temperature

The hypothesis `hq` says $a\le q_i\le b$ for all $i$: the system can hold only a limited range of charge, as a defect with few charge states does. Expanding the products gives
$$\langle(b-q)(q-a)\rangle=-ab+(a+b)m-\langle q^2\rangle,\qquad (b-m)(m-a)=-ab+(a+b)m-m^2,$$
and therefore
$$\beta(b-m)(m-a)-C=\beta\sum_i p_i(b-q_i)(q_i-a).$$
This identity is `key`. The window makes each term nonnegative (`hnn`), and `hβ`, positive temperature, preserves the sign after multiplying by $\beta$ (`hD`). So `capacitance_le_local` gives $C\le\beta(b-m)(m-a)$. Equality requires the sum to vanish, after cancelling $\beta\ne0$ with `hβ.ne'`; then every term vanishes, and $p_i>0$ leaves $q_i=a$ or $q_i=b$ for all $i$. Conversely, such charges make every term zero.

Without the window, two degenerate states of charges $0$ and $2$ at $U=0$ have $C=\beta$, four times the value $\beta(b-a)^2/4$ for $[a,b]=[0,1]$. At $\beta=0$ both sides vanish whatever the charges are, so equality carries no information. For $\beta<0$ the inequality reverses.

```lean
/-- For `0 < β`, charges in `[a, b]` and mean charge `m`, the capacitance is at most `β (b - m)(m -
a)`, with equality exactly when every charge is `a` or `b`. -/
theorem capacitance_le_local {a b : ℝ} (hβ : 0 < β) (hq : ∀ i, a ≤ q i ∧ q i ≤ b) :
    capacitance β E q U ≤ β * ((b - meanCharge β E q U) * (meanCharge β E q U - a)) ∧
    (capacitance β E q U = β * ((b - meanCharge β E q U) * (meanCharge β E q U - a)) ↔
      ∀ i, q i = a ∨ q i = b) := by
  have hC : capacitance β E q U = β * chargeVariance β E q U :=
    (hasDerivAt_meanCharge β E q U).deriv
  have h1 := avg_quad β E q U (-(a * b)) (a + b) (-1)
  have h2 := avg_quad β E q U (meanCharge β E q U ^ 2) (-2 * meanCharge β E q U) 1
  have e1 : ∑ i, prob β E q U i * ((b - q i) * (q i - a))
      = ∑ i, prob β E q U i * (-(a * b) + (a + b) * q i + (-1) * q i ^ 2) :=
    Finset.sum_congr rfl fun i _ => by ring
  have e2 : chargeVariance β E q U = ∑ i, prob β E q U i *
      (meanCharge β E q U ^ 2 + (-2 * meanCharge β E q U) * q i + 1 * q i ^ 2) :=
    Finset.sum_congr rfl fun i _ => by ring
  -- the deficit is β times the average of (b - q)(q - a)
  have key : β * ((b - meanCharge β E q U) * (meanCharge β E q U - a)) - capacitance β E q U
      = β * ∑ i, prob β E q U i * ((b - q i) * (q i - a)) := by
    rw [hC, e1, e2, h1, h2]; ring
  have hnn : ∀ i ∈ (univ : Finset ι), 0 ≤ prob β E q U i * ((b - q i) * (q i - a)) :=
    fun i _ => mul_nonneg (prob_pos β E q U i).le
      (mul_nonneg (sub_nonneg.2 (hq i).2) (sub_nonneg.2 (hq i).1))
  have hD := mul_nonneg hβ.le (Finset.sum_nonneg hnn)
  refine ⟨by linarith, fun h i => ?_, fun h => ?_⟩
  · have h0 : β * ∑ i, prob β E q U i * ((b - q i) * (q i - a)) = 0 := by linarith
    have h3 := (Finset.sum_eq_zero_iff_of_nonneg hnn).1
      ((mul_eq_zero.1 h0).resolve_left hβ.ne') i (mem_univ i)
    rcases mul_eq_zero.1 ((mul_eq_zero.1 h3).resolve_left (prob_pos β E q U i).ne') with h4 | h4
    · right; linarith
    · left; linarith
  · have h0 : ∑ i, prob β E q U i * ((b - q i) * (q i - a)) = 0 :=
      Finset.sum_eq_zero fun i _ => by rcases h i with h4 | h4 <;> simp [h4]
    rw [h0] at key
    linarith
```

## Distinct endpoints

With $a\neq b$ the two charge classes are disjoint. If only these charges occur, `two_level_avg` gives $\langle f(q)\rangle=f(a)P(a)+f(b)P(b)$ for any function $f$. If $P(a)+P(b)=1$, `two_level_of_prob` excludes any third charge, whose positive probability would make $P(a)+P(b)<\sum_i p_i=1$.

```lean
omit [Nonempty ι] in
/-- If only two distinct charges `a` and `b` occur, the average of a function of the charge
is `f a P(a) + f b P(b)`. -/
theorem two_level_avg {a b : ℝ} (hab : a ≠ b) (h : ∀ i, q i = a ∨ q i = b) (f : ℝ → ℝ) :
    ∑ i, prob β E q U i * f (q i)
      = f a * chargeProb β E q U a + f b * chargeProb β E q U b := by
  simp only [chargeProb, Finset.sum_filter, Finset.mul_sum, ← Finset.sum_add_distrib]
  refine Finset.sum_congr rfl fun i _ => ?_
  rcases h i with h4 | h4 <;> simp [h4, hab, hab.symm, mul_comm]

/-- If two distinct charges `a` and `b` together carry probability one, every state has
charge `a` or `b`. -/
theorem two_level_of_prob {a b : ℝ} (hab : a ≠ b)
    (h : chargeProb β E q U a + chargeProb β E q U b = 1) (i : ι) : q i = a ∨ q i = b := by
  by_contra hi
  rw [not_or] at hi
  have hlt : chargeProb β E q U a + chargeProb β E q U b < ∑ j, prob β E q U j := by
    simp only [chargeProb, Finset.sum_filter, ← Finset.sum_add_distrib]
    refine Finset.sum_lt_sum (fun j _ => ?_) ⟨i, mem_univ i, ?_⟩
    · have := prob_pos β E q U j
      split_ifs with h1 h2 h2
      · exact absurd (h1.symm.trans h2) hab
      all_goals linarith
    · rw [if_neg hi.1, if_neg hi.2, add_zero]
      exact prob_pos β E q U i
  rw [sum_prob] at hlt
  linarith
```

The theorem `capacitance_bound` states that for $\beta>0$, $a<b$ and charges in $[a,b]$, at every $U$, $C\le\beta(b-a)^2/4$, with equality exactly when $P(a)=P(b)=\tfrac12$. Completing the square (`hsq`),
$$(b-m)(m-a)=\frac{(b-a)^2}{4}-\Big(m-\frac{a+b}{2}\Big)^2,$$
which gives the inequality without using `hab`. Equality forces both deficits to vanish: only $a$ and $b$ occur (`h2`) and $m=(a+b)/2$ (`hm`). Taking $f=1$ and $f(x)=x$ gives $P(a)+P(b)=1$ (`s0`) and $m=aP(a)+bP(b)$ (`s1`), so $m=a+(b-a)P(b)$ and $(b-a)(P(b)-\tfrac12)=0$ (`h5`). Cancelling $b-a$ uses `hab`. Conversely, two halves sum to one, so only $a$ and $b$ occur, the local bound is an equality, and $m$ is the midpoint. If $a=b$, then $C=0$ meets the bound while $P(a)=P(b)=1$, and the equality criterion fails.

```lean
/-- For `0 < β`, `a < b` and charges in `[a, b]`, the capacitance is at most `β (b - a)² / 4`, with
equality exactly when the charges `a` and `b` each carry total probability `1/2`. -/
theorem capacitance_bound {a b : ℝ} (hβ : 0 < β) (hab : a < b)
    (hq : ∀ i, a ≤ q i ∧ q i ≤ b) :
    capacitance β E q U ≤ β * (b - a) ^ 2 / 4 ∧
    (capacitance β E q U = β * (b - a) ^ 2 / 4 ↔
      chargeProb β E q U a = 1 / 2 ∧ chargeProb β E q U b = 1 / 2) := by
  obtain ⟨hle, hiff⟩ := capacitance_le_local β E q U hβ hq
  -- complete the square about the midpoint
  have hsq : β * ((b - meanCharge β E q U) * (meanCharge β E q U - a))
      = β * (b - a) ^ 2 / 4 - β * (meanCharge β E q U - (a + b) / 2) ^ 2 := by ring
  have hnn := mul_nonneg hβ.le (sq_nonneg (meanCharge β E q U - (a + b) / 2))
  refine ⟨by linarith, fun h => ?_, fun h => ?_⟩
  · have h2 := hiff.1 (by linarith)
    have h0 : β * (meanCharge β E q U - (a + b) / 2) ^ 2 = 0 := by linarith
    have hm : meanCharge β E q U - (a + b) / 2 = 0 :=
      (pow_eq_zero_iff two_ne_zero).1 ((mul_eq_zero.1 h0).resolve_left hβ.ne')
    have s0 := two_level_avg β E q U hab.ne h2 (fun _ => 1)
    simp only [mul_one, one_mul, sum_prob] at s0
    have s1 : meanCharge β E q U = a * chargeProb β E q U a + b * chargeProb β E q U b :=
      two_level_avg β E q U hab.ne h2 (fun x => x)
    have h5 : (b - a) * (chargeProb β E q U b - 1 / 2) = 0 := by
      linear_combination hm - s1 + a * s0
    have h6 := (mul_eq_zero.1 h5).resolve_left (sub_pos.2 hab).ne'
    constructor <;> linarith
  · have h2 := two_level_of_prob β E q U hab.ne (by rw [h.1, h.2]; norm_num)
    have s1 : meanCharge β E q U = a * chargeProb β E q U a + b * chargeProb β E q U b :=
      two_level_avg β E q U hab.ne h2 (fun x => x)
    rw [hiff.2 h2, s1, h.1, h.2]
    ring
```

## Two charge levels, both populated

In `peak_voltage`, `h2` says every charge is $a$ or $b$, while `ha` and `hb` say each occurs, as for a site with an oxidised and a reduced form. The latter two give $Z_a,Z_b>0$ (`hpos`). All states of charge $c$ share the voltage factor, so $P(c)=e^{\beta Uc+\ln Z_c}/Z$ (`hP`). Because `h2` gives $P(a)+P(b)=1$, the equality criterion reduces to $P(a)=P(b)$ (`heq`), that is $\beta Ua+\ln Z_a=\beta Ub+\ln Z_b$. The final `rw` chain makes these reductions and clears the denominator $\beta(b-a)>0$. The bound is reached exactly at
$$U=\frac{\ln(Z_a/Z_b)}{\beta(b-a)}.$$
With an intermediate charge present, the bound is reached at no voltage. With one level empty, $C=0$ throughout, yet Lean's conventions for $\ln 0$ and division by zero would make the formula return $U=0$.

```lean
/-- For `0 < β` and `a < b`, if every charge is `a` or `b` and both occur, the capacitance equals `β
(b - a)² / 4` exactly at the voltage `log (Z_a / Z_b) / (β (b - a))`, with `Z_c` the level sums. -/
theorem peak_voltage {a b : ℝ} (hβ : 0 < β) (hab : a < b) (h2 : ∀ i, q i = a ∨ q i = b)
    (ha : ∃ i, q i = a) (hb : ∃ i, q i = b) :
    capacitance β E q U = β * (b - a) ^ 2 / 4 ↔
      U = Real.log (levelSum β E q a / levelSum β E q b) / (β * (b - a)) := by
  have hq : ∀ i, a ≤ q i ∧ q i ≤ b := fun i => by
    rcases h2 i with h | h <;> constructor <;> linarith
  have hpos : ∀ c, (∃ i, q i = c) → 0 < levelSum β E q c := fun c ⟨i, hi⟩ =>
    Finset.sum_pos (fun _ _ => Real.exp_pos _) ⟨i, by simp [hi]⟩
  -- the voltage factor is common to all states of one charge
  have hP : ∀ c, (∃ i, q i = c) → chargeProb β E q U c
      = Real.exp (β * U * c + Real.log (levelSum β E q c)) / partition β E q U := by
    intro c hc
    rw [Real.exp_add, Real.exp_log (hpos c hc), levelSum, Finset.mul_sum, Finset.sum_div]
    refine Finset.sum_congr rfl fun i hi => ?_
    rw [prob, weight, ← Real.exp_add, (Finset.mem_filter.1 hi).2]
    congr 2
    ring
  have s0 := two_level_avg β E q U hab.ne h2 (fun _ => 1)
  simp only [mul_one, one_mul, sum_prob] at s0
  have heq : (chargeProb β E q U a = 1 / 2 ∧ chargeProb β E q U b = 1 / 2) ↔
      chargeProb β E q U a = chargeProb β E q U b :=
    ⟨fun h => h.1.trans h.2.symm, fun h => ⟨by linarith, by linarith⟩⟩
  rw [(capacitance_bound β E q U hβ hab hq).2, heq, hP a ha, hP b hb,
    div_left_inj' (partition_pos β E q U).ne', Real.exp_eq_exp,
    Real.log_div (hpos a ha).ne' (hpos b hb).ne',
    eq_div_iff (mul_pos hβ (sub_pos.2 hab)).ne']
  constructor <;> intro h <;> linear_combination -h

end

end CapacitanceBound
```
```lean
#print axioms CapacitanceBound.capacitance_bound
#print axioms CapacitanceBound.peak_voltage
```

```
'CapacitanceBound.capacitance_bound' depends on axioms: [propext, Classical.choice, Quot.sound]
'CapacitanceBound.peak_voltage' depends on axioms: [propext, Classical.choice, Quot.sound]
```

## Capacitance as a fluctuation, and the single site

Defining $C$ directly as $\beta\operatorname{Var}q$ would remove `hasDerivAt_meanCharge` and let `capacitance_bound` run for any strictly positive probabilities. The statement would then concern a variance only, with its link to the voltage response assumed.

For one isolated adsorption site or defect with two charge levels one elementary charge $e$ apart and voltage-independent energies, the bound is $\beta e^2/4$, reached at equal occupation. For $N$ independent identical sites the window is $Ne$ wide, so the bound grows as $N^2$ while the additive variance keeps $C\le N\beta e^2/4$. This scaling and the covariance term above are argued in prose only; no Lean theorem here states them.
